# Variance of a linear statistic for a finite determinantal process with a Hermitian projector kernel

Let a random subset $S$ of a finite set of sites have inclusion probabilities $P(A\subseteq S)=\det K_A$, where $K$ is a Hermitian projector and $K_A$ is its restriction to $A$. For every real function $f$ on the sites,

$$\operatorname{Var}\Big(\sum_{i\in S} f_i\Big)=\frac12\sum_{i,j}|K_{ij}|^2\,(f_i-f_j)^2 .$$

The variance vanishes exactly when $K$ commutes with the diagonal matrix of $f$.

## Site occupations in a Slater determinant

When the site occupations of a Slater determinant are measured in an orthonormal site basis, the occupied set has this law, and $K$ is the one-particle density matrix. For electrons with spin, each site here stands for one spin-orbital, and $K$ is the density matrix in spin-orbitals, not its sum over spin. If $f$ is 1 on a region and 0 elsewhere, the formula gives the particle-number variance of that region, for a Slater determinant on finitely many sites, as the sum of $|K_{ij}|^2$ over pairs with $i$ inside and $j$ outside.

## From minors to the variance

Let $n_i$ be 1 if site $i$ is occupied and 0 otherwise, and write $\langle\cdot\rangle$ for the mean. The $1\times1$ and $2\times2$ minors give

$$\langle n_i\rangle=K_{ii},\qquad \langle n_in_j\rangle=K_{ii}K_{jj}-K_{ij}K_{ji}\quad(i\ne j).$$

Since $K$ is Hermitian, $K_{ij}K_{ji}=|K_{ij}|^2$, so distinct sites have covariance $-|K_{ij}|^2$. On the diagonal $n_i^2=n_i$, and the covariance is $K_{ii}-K_{ii}^2$. Both cases read

$$C_{ij}=\delta_{ij}K_{ii}-|K_{ij}|^2 .$$

The linear statistic is $\sum_i f_in_i$. Its variance is therefore

$$\sum_{i,j}f_if_jC_{ij}=\sum_i f_i^2K_{ii}-\sum_{i,j}f_if_j|K_{ij}|^2 ,$$

which holds for any Hermitian kernel of such a process. If also $K^2=K$, then $K_{ii}=\sum_jK_{ij}K_{ji}=\sum_j|K_{ij}|^2$. Because $|K_{ij}|=|K_{ji}|$, the first term becomes

$$\sum_{i,j}f_i^2|K_{ij}|^2=\frac12\sum_{i,j}(f_i^2+f_j^2)|K_{ij}|^2 .$$

Subtracting the cross term completes the square.

All terms of the result are nonnegative, so zero variance means that $K_{ij}=0$ or $f_i=f_j$ for every pair. With $D=\operatorname{diag}(f)$, this is the condition $(KD-DK)_{ij}=K_{ij}(f_j-f_i)=0$.

## How the Lean statement encodes the process

The sites form a finite type `ι`, and `p` assigns a real weight to each `Finset ι`, that is, to each occupied set. `IsDeterminantal p K` says that the weights are nonnegative, sum to 1, and have the principal minors of `K` as inclusion probabilities. `mean` and `variance` are finite weighted sums, `occ i` is $n_i$, and `linStat f` is the linear statistic. The projector property enters as two hypotheses, `K.IsHermitian` and `K * K = K`.

The determinantal law is assumed: the file neither derives it from a fermionic wavefunction nor constructs `p` for a general projector. It does give one example, a particle shared equally by two sites, with all kernel entries $1/2$.

```lean
import Mathlib

open Finset

namespace DeterminantalLinearStatistics

noncomputable section

variable {ι : Type*} [Fintype ι] [DecidableEq ι]

/-- The principal minor `det (K_A)` of a kernel on a set of sites `A`. -/
def minor (K : Matrix ι ι ℂ) (A : Finset ι) : ℂ :=
  (K.submatrix (fun i : {x // x ∈ A} => i.1) (fun i : {x // x ∈ A} => i.1)).det

/-- A probability `p` on occupied sets whose inclusion probabilities are the principal
minors of `K`. -/
structure IsDeterminantal (p : Finset ι → ℝ) (K : Matrix ι ι ℂ) : Prop where
  nonneg : ∀ S, 0 ≤ p S
  total : ∑ S, p S = 1
  inclusion : ∀ A : Finset ι, ((∑ S with A ⊆ S, p S : ℝ) : ℂ) = minor K A

/-- The mean of an observable `X` of the occupied set. -/
def mean (p X : Finset ι → ℝ) : ℝ := ∑ S, p S * X S

/-- The variance of an observable `X` of the occupied set. -/
def variance (p X : Finset ι → ℝ) : ℝ := mean p (fun S => (X S - mean p X) ^ 2)

/-- The occupation number of site `i`. -/
def occ (i : ι) (S : Finset ι) : ℝ := if i ∈ S then 1 else 0

/-- The linear statistic: the sum of `f` over the occupied sites. -/
def linStat (f : ι → ℝ) (S : Finset ι) : ℝ := ∑ i ∈ S, f i

/-- The mean occupation of a site is the diagonal entry of the kernel. -/
theorem mean_occ {p : Finset ι → ℝ} {K : Matrix ι ι ℂ} (h : IsDeterminantal p K) (i : ι) :
    ((mean p (occ i) : ℝ) : ℂ) = K i i := by
  have e : mean p (occ i) = ∑ S with {i} ⊆ S, p S := by
    unfold mean occ
    rw [Finset.sum_filter]
    refine Finset.sum_congr rfl fun S _ => ?_
    by_cases hi : i ∈ S <;> simp [hi]
  have : Subsingleton {x // x ∈ ({i} : Finset ι)} :=
    ⟨fun a b => Subtype.ext
      ((Finset.mem_singleton.mp a.2).trans (Finset.mem_singleton.mp b.2).symm)⟩
  rw [e, h.inclusion, minor,
    Matrix.det_eq_elem_of_subsingleton _ ⟨i, Finset.mem_singleton_self i⟩]
  rfl

/-- Two distinct sites are jointly occupied with probability `K_ii K_jj - K_ij K_ji`. -/
theorem mean_occ_mul_occ {p : Finset ι → ℝ} {K : Matrix ι ι ℂ} (h : IsDeterminantal p K)
    {i j : ι} (hij : i ≠ j) :
    ((mean p (fun S => occ i S * occ j S) : ℝ) : ℂ) = K i i * K j j - K i j * K j i := by
  have e : mean p (fun S => occ i S * occ j S) = ∑ S with {i, j} ⊆ S, p S := by
    unfold mean occ
    rw [Finset.sum_filter]
    refine Finset.sum_congr rfl fun S _ => ?_
    by_cases hi : i ∈ S <;> by_cases hj : j ∈ S <;> simp [hi, hj, Finset.insert_subset_iff]
  -- label the two sites by `Fin 2` to evaluate the minor
  let g : Fin 2 → {x // x ∈ ({i, j} : Finset ι)} := ![⟨i, by simp⟩, ⟨j, by simp⟩]
  have hg : Function.Bijective g := by
    constructor
    · intro a b hab
      have hv := congrArg Subtype.val hab
      fin_cases a <;> fin_cases b <;> simp [g, hij, hij.symm] at hv ⊢
    · rintro ⟨x, hx⟩
      rcases Finset.mem_insert.mp hx with hx | hx
      · exact ⟨0, Subtype.ext hx.symm⟩
      · exact ⟨1, Subtype.ext (Finset.mem_singleton.mp hx).symm⟩
  rw [e, h.inclusion, minor, ← Matrix.det_submatrix_equiv_self (Equiv.ofBijective g hg),
    Matrix.det_fin_two]
  rfl

omit [Fintype ι] [DecidableEq ι] in
/-- For a Hermitian kernel, `|K_ij|² = K_ij K_ji`. -/
theorem norm_sq_entry {K : Matrix ι ι ℂ} (hK : K.IsHermitian) (i j : ι) :
    ((‖K i j‖ ^ 2 : ℝ) : ℂ) = K i j * K j i := by
  have hs : K j i = star (K i j) := (hK.apply j i).symm
  rw [hs, ← Complex.normSq_eq_norm_sq]
  exact (Complex.mul_conj _).symm

/-- The covariance of two occupation numbers is `δ_ij K_ii - |K_ij|²`. -/
theorem covariance_occ {p : Finset ι → ℝ} {K : Matrix ι ι ℂ} (h : IsDeterminantal p K)
    (hK : K.IsHermitian) (i j : ι) :
    mean p (fun S => occ i S * occ j S) - mean p (occ i) * mean p (occ j)
      = (if i = j then (K i i).re else 0) - ‖K i j‖ ^ 2 := by
  have hn := norm_sq_entry hK i j
  push_cast at hn
  apply Complex.ofReal_injective
  by_cases hij : i = j
  · subst hij
    have e : mean p (fun S => occ i S * occ i S) = mean p (occ i) :=
      congrArg (mean p) (funext fun S => by by_cases hi : i ∈ S <;> simp [occ, hi])
    have r : (K i i).re = mean p (occ i) := by rw [← mean_occ h i, Complex.ofReal_re]
    rw [e, if_pos rfl, r]
    push_cast
    rw [mean_occ h i]
    linear_combination hn
  · rw [if_neg hij]
    push_cast
    rw [mean_occ_mul_occ h hij, mean_occ h i, mean_occ h j]
    linear_combination hn

/-- The variance of a linear statistic is the quadratic form of the occupation covariances. -/
theorem variance_eq_sum_covariance {p : Finset ι → ℝ} (hp : ∑ S, p S = 1) (f : ι → ℝ) :
    variance p (linStat f) = ∑ i, ∑ j, f i * f j *
      (mean p (fun S => occ i S * occ j S) - mean p (occ i) * mean p (occ j)) := by
  have hl : ∀ S, linStat f S = ∑ i, f i * occ i S := fun S => by simp [linStat, occ]
  have m1 : mean p (linStat f) = ∑ i, f i * mean p (occ i) := by
    simp only [mean, hl, Finset.mul_sum]
    rw [Finset.sum_comm]
    exact Finset.sum_congr rfl fun i _ => Finset.sum_congr rfl fun S _ => by ring
  have m2 : mean p (fun S => linStat f S ^ 2)
      = ∑ i, ∑ j, f i * f j * mean p (fun S => occ i S * occ j S) := by
    have hq : ∀ S, p S * linStat f S ^ 2
        = ∑ i, ∑ j, f i * f j * (p S * (occ i S * occ j S)) := by
      intro S
      rw [hl, sq, Finset.sum_mul_sum, Finset.mul_sum]
      refine Finset.sum_congr rfl fun i _ => ?_
      rw [Finset.mul_sum]
      exact Finset.sum_congr rfl fun j _ => by ring
    simp only [mean, hq, Finset.mul_sum]
    rw [Finset.sum_comm]
    refine Finset.sum_congr rfl fun i _ => ?_
    exact Finset.sum_comm
  have key : ∀ c : ℝ, ∑ S, p S * (linStat f S - c) ^ 2
      = ∑ S, p S * linStat f S ^ 2 - 2 * c * ∑ S, p S * linStat f S + c ^ 2 * ∑ S, p S := by
    intro c
    rw [Finset.mul_sum, Finset.mul_sum, ← Finset.sum_sub_distrib, ← Finset.sum_add_distrib]
    exact Finset.sum_congr rfl fun S _ => by ring
  have hv : variance p (linStat f) = mean p (fun S => linStat f S ^ 2)
      - 2 * mean p (linStat f) * mean p (linStat f) + mean p (linStat f) ^ 2 * ∑ S, p S :=
    key (mean p (linStat f))
  have hsq : mean p (linStat f) * mean p (linStat f)
      = ∑ i, ∑ j, f i * f j * (mean p (occ i) * mean p (occ j)) := by
    rw [m1, Finset.sum_mul_sum]
    exact Finset.sum_congr rfl fun i _ => Finset.sum_congr rfl fun j _ => by ring
  simp only [mul_sub, Finset.sum_sub_distrib]
  rw [← m2, ← hsq, hv, hp]
  ring

/-- For any Hermitian kernel, the variance of a linear statistic is
`∑ f_i² K_ii - ∑ f_i f_j |K_ij|²`. -/
theorem variance_hermitian {p : Finset ι → ℝ} {K : Matrix ι ι ℂ} (h : IsDeterminantal p K)
    (hK : K.IsHermitian) (f : ι → ℝ) :
    variance p (linStat f)
      = ∑ i, f i ^ 2 * (K i i).re - ∑ i, ∑ j, f i * f j * ‖K i j‖ ^ 2 := by
  rw [variance_eq_sum_covariance h.total]
  simp only [covariance_occ h hK, mul_sub, Finset.sum_sub_distrib]
  congr 1
  refine Finset.sum_congr rfl fun i _ => ?_
  simp only [mul_ite, mul_zero, Finset.sum_ite_eq, Finset.mem_univ, if_true]
  ring

/-- For a Hermitian projector kernel, the variance of a linear statistic is
`(1/2) ∑ |K_ij|² (f_i - f_j)²`. -/
theorem variance_projector {p : Finset ι → ℝ} {K : Matrix ι ι ℂ} (h : IsDeterminantal p K)
    (hK : K.IsHermitian) (hP : K * K = K) (f : ι → ℝ) :
    variance p (linStat f) = 1 / 2 * ∑ i, ∑ j, ‖K i j‖ ^ 2 * (f i - f j) ^ 2 := by
  -- idempotency turns the density into a sum over a row of the kernel
  have hd : ∀ i, (K i i).re = ∑ j, ‖K i j‖ ^ 2 := by
    intro i
    have hi := congrFun (congrFun hP i) i
    rw [Matrix.mul_apply] at hi
    rw [← hi, Complex.re_sum]
    refine Finset.sum_congr rfl fun j _ => ?_
    rw [← norm_sq_entry hK i j, Complex.ofReal_re]
  have ha : ∑ i, f i ^ 2 * (K i i).re = ∑ i, ∑ j, f i ^ 2 * ‖K i j‖ ^ 2 :=
    Finset.sum_congr rfl fun i _ => by rw [hd, Finset.mul_sum]
  have hb : ∑ i, ∑ j, f j ^ 2 * ‖K i j‖ ^ 2 = ∑ i, ∑ j, f i ^ 2 * ‖K i j‖ ^ 2 := by
    rw [Finset.sum_comm]
    refine Finset.sum_congr rfl fun i _ => Finset.sum_congr rfl fun j _ => ?_
    rw [← hK.apply j i, norm_star]
  have he : ∑ i, ∑ j, ‖K i j‖ ^ 2 * (f i - f j) ^ 2
      = ∑ i, ∑ j, f i ^ 2 * ‖K i j‖ ^ 2 + ∑ i, ∑ j, f j ^ 2 * ‖K i j‖ ^ 2
        - 2 * ∑ i, ∑ j, f i * f j * ‖K i j‖ ^ 2 := by
    simp only [Finset.mul_sum, ← Finset.sum_add_distrib, ← Finset.sum_sub_distrib]
    exact Finset.sum_congr rfl fun i _ => Finset.sum_congr rfl fun j _ => by ring
  rw [variance_hermitian h hK, he, hb, ha]
  ring

/-- For a Hermitian projector kernel, a linear statistic has zero variance exactly when the
kernel commutes with the diagonal matrix of `f`. -/
theorem variance_eq_zero_iff {p : Finset ι → ℝ} {K : Matrix ι ι ℂ} (h : IsDeterminantal p K)
    (hK : K.IsHermitian) (hP : K * K = K) (f : ι → ℝ) :
    variance p (linStat f) = 0 ↔
      K * Matrix.diagonal (fun i => (f i : ℂ)) = Matrix.diagonal (fun i => (f i : ℂ)) * K := by
  rw [variance_projector h hK hP]
  constructor
  · intro h0
    have hs : ∑ i, ∑ j, ‖K i j‖ ^ 2 * (f i - f j) ^ 2 = 0 := by linarith
    have n2 : ∀ i j, 0 ≤ ‖K i j‖ ^ 2 * (f i - f j) ^ 2 := fun i j => by positivity
    ext i j
    -- every term of a vanishing sum of squares vanishes
    have h1 := (Finset.sum_eq_zero_iff_of_nonneg
      (fun i _ => Finset.sum_nonneg fun j _ => n2 i j)).mp hs i (Finset.mem_univ i)
    have h2 := (Finset.sum_eq_zero_iff_of_nonneg
      (fun j _ => n2 i j)).mp h1 j (Finset.mem_univ j)
    rw [Matrix.mul_diagonal, Matrix.diagonal_mul]
    rcases mul_eq_zero.mp h2 with hk | hf
    · have hz : K i j = 0 := by simpa using hk
      simp [hz]
    · have hz : f i = f j := sub_eq_zero.mp (by simpa using hf)
      rw [hz, mul_comm]
  · intro hc
    have hz : ∀ i j, ‖K i j‖ ^ 2 * (f i - f j) ^ 2 = 0 := by
      intro i j
      have e := congrFun (congrFun hc i) j
      rw [Matrix.mul_diagonal, Matrix.diagonal_mul] at e
      by_cases hk : K i j = 0
      · simp [hk]
      · have hf : f j = f i :=
          Complex.ofReal_injective (mul_left_cancel₀ hk (e.trans (mul_comm _ _)))
        simp [hf]
    simp [hz]

/-- One particle found on either of two sites with probability `1/2`. -/
def bondProb (S : Finset (Fin 2)) : ℝ := if S.card = 1 then 1 / 2 else 0

/-- The two-site kernel with all entries equal to `1/2`. -/
def bondKernel : Matrix (Fin 2) (Fin 2) ℂ := !![1 / 2, 1 / 2; 1 / 2, 1 / 2]

/-- One particle shared equally by two sites is determinantal, and its kernel is a Hermitian
projector. -/
theorem bond_witness : IsDeterminantal bondProb bondKernel ∧ bondKernel.IsHermitian ∧
    bondKernel * bondKernel = bondKernel := by
  have hH : bondKernel.IsHermitian := by
    refine Matrix.IsHermitian.ext fun i j => ?_
    fin_cases i <;> fin_cases j <;> simp [bondKernel]
  have hP : bondKernel * bondKernel = bondKernel := by
    ext i j
    fin_cases i <;> fin_cases j <;>
      norm_num [bondKernel, Matrix.mul_apply, Fin.sum_univ_succ]
  have hu : (Finset.univ : Finset (Finset (Fin 2))) = {∅, {0}, {1}, {0, 1}} := by decide
  have hsum : ∀ F : Finset (Fin 2) → ℝ, ∑ S, F S = F ∅ + F {0} + F {1} + F {0, 1} := by
    intro F
    rw [hu, Finset.sum_insert (by decide), Finset.sum_insert (by decide),
      Finset.sum_insert (by decide), Finset.sum_singleton]
    ring
  refine ⟨⟨fun S => ?_, ?_, fun A => ?_⟩, hH, hP⟩
  · unfold bondProb
    split_ifs <;> norm_num
  · rw [hsum]
    norm_num [bondProb]
  · have hA : A = ∅ ∨ A = {0} ∨ A = {1} ∨ A = {0, 1} := by
      revert A
      decide
    rw [Finset.sum_filter, hsum]
    -- check the four minors one by one
    rcases hA with rfl | rfl | rfl | rfl
    · have : IsEmpty {x // x ∈ (∅ : Finset (Fin 2))} := ⟨fun x => Finset.notMem_empty x.1 x.2⟩
      rw [minor, Matrix.det_isEmpty]
      norm_num [bondProb]
    · have : Subsingleton {x // x ∈ ({0} : Finset (Fin 2))} :=
        ⟨fun a b => Subtype.ext
          ((Finset.mem_singleton.mp a.2).trans (Finset.mem_singleton.mp b.2).symm)⟩
      rw [minor, Matrix.det_eq_elem_of_subsingleton _ ⟨0, Finset.mem_singleton_self 0⟩]
      norm_num [bondProb, bondKernel]
    · have : Subsingleton {x // x ∈ ({1} : Finset (Fin 2))} :=
        ⟨fun a b => Subtype.ext
          ((Finset.mem_singleton.mp a.2).trans (Finset.mem_singleton.mp b.2).symm)⟩
      rw [minor, Matrix.det_eq_elem_of_subsingleton _ ⟨1, Finset.mem_singleton_self 1⟩]
      norm_num [bondProb, bondKernel]
    · -- the full minor has two equal rows
      have hd : minor bondKernel {0, 1} = 0 := by
        refine Matrix.det_zero_of_row_eq
          (i := ⟨0, by simp⟩) (j := ⟨1, by simp⟩) (by simp) ?_
        funext x
        rcases x with ⟨x, hx⟩
        fin_cases x <;> simp [bondKernel]
      rw [hd]
      norm_num [bondProb, Finset.insert_subset_iff]
      decide

end

end DeterminantalLinearStatistics
```

```lean
#print axioms DeterminantalLinearStatistics.variance_projector
-- 'DeterminantalLinearStatistics.variance_projector' depends on axioms: [propext, Classical.choice, Quot.sound]
#print axioms DeterminantalLinearStatistics.variance_eq_zero_iff
-- 'DeterminantalLinearStatistics.variance_eq_zero_iff' depends on axioms: [propext, Classical.choice, Quot.sound]
```

## How the proof follows the calculation

`mean_occ` and `mean_occ_mul_occ` evaluate the two small minors, and `norm_sq_entry` turns $K_{ij}K_{ji}$ into $|K_{ij}|^2$. `covariance_occ` splits on whether $i=j$. It compares the two real sides as complex numbers, where the minors live, and `linear_combination hn` finishes both cases.

`variance_eq_sum_covariance` expands the square and exchanges finite sums; of the process it uses only that the total weight is 1. `variance_hermitian` inserts the covariances and collapses the Kronecker delta.

In `variance_projector`, `hd` is the row-sum identity for $K_{ii}$, `ha` inserts it, `hb` exchanges the indices, and `he` expands $(f_i-f_j)^2$. For the forward direction of `variance_eq_zero_iff`, `Finset.sum_eq_zero_iff_of_nonneg` is applied once to each sum to isolate a single term; the converse cancels a nonzero $K_{ij}$. `bond_witness` checks the example on all four subsets of two sites.

## Relabelling the two-site minor

The proof turns on reading off a $2\times2$ determinant whose rows are not numbered. In `minor`, rows and columns are indexed by the subtype of sites belonging to $A$, whereas `Matrix.det_fin_two` expects the index type `Fin 2`. The map `g` sends 0 to $i$ and 1 to $j$; the hypothesis $i\ne j$ makes it injective, and `Equiv.ofBijective` packages it as an equivalence. `Matrix.det_submatrix_equiv_self` then says that relabelling rows and columns by the same equivalence preserves the determinant. The order chosen for the two sites is therefore immaterial: swapping them exchanges both rows and columns, and the two signs cancel.
